# A degenerate, non-interacting double dot in series shows one transmission peak once lead broadening outweighs the level separation

One way to estimate the hopping $t$ of a double dot from a computed transmission curve is to read off the energy separation of its peaks. The isolated levels are $2t$ apart. The peaks are closer together: if the left and right leads broaden their dots by $2a$ and $2b$, the separation is $2\sqrt{t^2-(a^2+b^2)/2}$ as long as $a^2+b^2<2t^2$. Otherwise there is a single peak midway between the levels. This holds for non-interacting electrons on two degenerate dots in series, with $a,b,t>0$ and broadenings that don't depend on energy.

```lean
import Mathlib

open Matrix Topology

namespace CoupledDotPeaks

noncomputable section
```

## Two dots and two leads

Put the common dot energy at zero and label the dots 0 and 1, as Lean does. With one orbital per dot, the Hamiltonian is

$$H=\begin{pmatrix}0&t\\t&0\end{pmatrix}.$$

It is a complex $2\times2$ matrix built from a real parameter `t`.

```lean
/-- Hamiltonian of two degenerate dots at energy zero with hopping `t`. -/
def hamiltonian (t : ℝ) : Matrix (Fin 2) (Fin 2) ℂ := !![0, (t : ℂ); (t : ℂ), 0]
```

The left lead touches only dot 0. Its broadening matrix $\Gamma_L$ has the single nonzero entry $2a$, the rate (with $\hbar=1$) at which an electron on that dot would escape into the lead.

```lean
/-- Broadening matrix of the left lead, which couples to the first dot with rate `2a`. -/
def gammaL (a : ℝ) : Matrix (Fin 2) (Fin 2) ℂ := !![2 * (a : ℂ), 0; 0, 0]
```

The right lead touches only dot 1, with entry $2b$ in $\Gamma_R$.

```lean
/-- Broadening matrix of the right lead, which couples to the second dot with rate `2b`. -/
def gammaR (b : ℝ) : Matrix (Fin 2) (Fin 2) ℂ := !![0, 0; 0, 2 * (b : ℂ)]
```

Contact with the leads adds an imaginary part to the energy of each dot. The matrix to be inverted is

$$M(E)=E-H+\tfrac{i}{2}(\Gamma_L+\Gamma_R)=\begin{pmatrix}E+ia&-t\\-t&E+ib\end{pmatrix}.$$

Constant $a$ and $b$ stand for leads whose density of states is flat over the energies of interest, and any level shift they cause is left out.

```lean
/-- The matrix `E - H + (i/2)(Γ_L + Γ_R)` of the dots in contact with both leads. -/
def openDots (a b t E : ℝ) : Matrix (Fin 2) (Fin 2) ℂ :=
  (E : ℂ) • (1 : Matrix (Fin 2) (Fin 2) ℂ) - hamiltonian t
    + (Complex.I / 2) • (gammaL a + gammaR b)
```

With $G=M^{-1}$, the probability that an electron of energy $E$ crosses coherently from one lead to the other is taken to be

$$T(E)=\mathrm{Tr}(\Gamma_L G\,\Gamma_R G^\dagger).$$

This trace formula is the starting point and is not derived here from scattering theory. Lean takes the real part of the trace in order to obtain a real number; the trace turns out to be real anyway.

```lean
/-- Transmission `Tr(Γ_L G Γ_R G†)` at energy `E`, where the Green function `G` is the inverse
of `openDots`; the domain is where that matrix is invertible, in particular `a, b > 0`. -/
def transmission (a b t E : ℝ) : ℝ :=
  (Matrix.trace (gammaL a * (openDots a b t E)⁻¹ * gammaR b * ((openDots a b t E)⁻¹)ᴴ)).re
```

Two abbreviations carry the rest of the argument. The first is the denominator

$$D(E)=(E^2-ab-t^2)^2+(a+b)^2E^2.$$

```lean
/-- The energy-dependent denominator of the transmission. -/
def lineDenom (a b t E : ℝ) : ℝ := (E ^ 2 - a * b - t ^ 2) ^ 2 + ((a + b) * E) ^ 2
```

The second is $s=t^2-(a^2+b^2)/2$, called `splitting` in the code. It is an energy squared, and its sign will decide the number of peaks.

```lean
/-- The quantity `t² - (a² + b²)/2`, which compares hopping with broadening. -/
def splitting (a b t : ℝ) : ℝ := t ^ 2 - (a ^ 2 + b ^ 2) / 2
```

## From the trace to a closed formula

Without leads, $\det(E-H)=E^2-t^2$, which vanishes exactly at $E=\pm t$. These are the two levels that the peaks might be expected to reproduce.

```lean
/-- The isolated pair of dots has its levels at `E = t` and `E = -t`. -/
theorem isolated_levels (t E : ℝ) :
    ((E : ℂ) • (1 : Matrix (Fin 2) (Fin 2) ℂ) - hamiltonian t).det = 0 ↔ E = t ∨ E = -t := by
  have h : ((E : ℂ) • (1 : Matrix (Fin 2) (Fin 2) ℂ) - hamiltonian t).det
      = ((E ^ 2 - t ^ 2 : ℝ) : ℂ) := by
    rw [Matrix.det_fin_two]
    simp [hamiltonian]
    ring
  rw [h, Complex.ofReal_eq_zero, sub_eq_zero, sq_eq_sq_iff_eq_or_eq_neg]
```

In the trace, $\Gamma_L$ selects index 0 and $\Gamma_R$ selects index 1, so only one product survives:

$$\mathrm{Tr}(\Gamma_L G\,\Gamma_R G^\dagger)=2a\,G_{01}\,2b\,\overline{G_{01}}=4ab\,|G_{01}|^2.$$

The identity holds for every $2\times2$ matrix $G$. The proof writes the products out in entries and then inserts the broadening matrices.

```lean
/-- For any matrix `G`, the trace formula reduces to `4ab` times the squared modulus of the
matrix element of `G` between the two dots. -/
theorem trace_formula (a b : ℝ) (G : Matrix (Fin 2) (Fin 2) ℂ) :
    (Matrix.trace (gammaL a * G * gammaR b * Gᴴ)).re = 4 * a * b * Complex.normSq (G 0 1) := by
  -- expand the products into entries before inserting the broadening matrices
  simp only [Matrix.trace_fin_two, Matrix.mul_apply, Fin.sum_univ_two,
    Matrix.conjTranspose_apply]
  simp [gammaL, gammaR, Complex.normSq_apply]
  ring
```

For the determinant of the open system,

$$\det M=(E+ia)(E+ib)-t^2=(E^2-ab-t^2)+i(a+b)E,$$

and its squared modulus is $D(E)$. The `linear_combination` line supplies $i^2=-1$.

```lean
/-- The squared modulus of the determinant of the open system is the line denominator. -/
theorem normSq_det (a b t E : ℝ) :
    Complex.normSq (openDots a b t E).det = lineDenom a b t E := by
  have h : (openDots a b t E).det
      = ((E ^ 2 - a * b - t ^ 2 : ℝ) : ℂ) + (((a + b) * E : ℝ) : ℂ) * Complex.I := by
    rw [Matrix.det_fin_two]
    simp [openDots, hamiltonian, gammaL, gammaR]
    linear_combination ((a : ℂ) * (b : ℂ)) * Complex.I_sq
  rw [h, Complex.normSq_add_mul_I, lineDenom]
```

For $a,b>0$ this denominator is never zero. At $E=0$ it equals $(ab+t^2)^2>0$, and at any other energy the term $(a+b)^2E^2$ is already positive.

```lean
lemma lineDenom_pos {a b : ℝ} (ha : 0 < a) (hb : 0 < b) (t E : ℝ) :
    0 < lineDenom a b t E := by
  unfold lineDenom
  rcases eq_or_ne E 0 with h | h
  · have h1 : 0 < (a * b + t ^ 2) ^ 2 := by positivity
    rw [h]
    nlinarith
  · have h1 : 0 < ((a + b) * E) ^ 2 := by positivity
    linarith [sq_nonneg (E ^ 2 - a * b - t ^ 2)]
```

Hence $M$ is invertible at every real energy. The inverse of a $2\times2$ matrix gives $G_{01}=-M_{01}/\det M=t/\det M$, and therefore

$$T(E)=\frac{4ab\,t^2}{D(E)}.$$

The theorem states both facts together. The first matters because Lean assigns a value to the inverse of a singular matrix too; here the inverse is a true one.

```lean
/-- For positive couplings the Green function exists at every real energy, and the transmission
is `4abt² / ((E² - ab - t²)² + (a + b)²E²)`. -/
theorem transmission_eq {a b : ℝ} (ha : 0 < a) (hb : 0 < b) (t E : ℝ) :
    (openDots a b t E).det ≠ 0 ∧
      transmission a b t E = 4 * a * b * t ^ 2 / lineDenom a b t E := by
  constructor
  · intro h
    have h1 := normSq_det a b t E
    rw [h, map_zero] at h1
    linarith [lineDenom_pos ha hb t E]
  · have h01 : openDots a b t E 0 1 = -(t : ℂ) := by
      simp [openDots, hamiltonian, gammaL, gammaR]
    have hG : (openDots a b t E)⁻¹ 0 1 = (t : ℂ) / (openDots a b t E).det := by
      rw [Matrix.inv_def, Ring.inverse_eq_inv', Matrix.adjugate_fin_two]
      simp [h01, div_eq_mul_inv, mul_comm]
    rw [transmission, trace_formula, hG, Complex.normSq_div, normSq_det, Complex.normSq_ofReal]
    ring
```

## Where the denominator is smallest

The numerator $4abt^2$ is a positive constant when $a,b,t>0$, so $T(x)\le T(E)$ is equivalent to $D(E)\le D(x)$. Peaks of $T$ are minima of $D$. If one of the three parameters is zero and the other two are positive, $T$ vanishes identically and every energy is a maximum.

```lean
lemma transmission_le_iff {a b t : ℝ} (ha : 0 < a) (hb : 0 < b) (ht : 0 < t) (x E : ℝ) :
    transmission a b t x ≤ transmission a b t E ↔ lineDenom a b t E ≤ lineDenom a b t x := by
  have hK : 0 < 4 * a * b * t ^ 2 := by positivity
  rw [(transmission_eq ha hb t x).2, (transmission_eq ha hb t E).2,
    div_le_div_iff₀ (lineDenom_pos ha hb t x) (lineDenom_pos ha hb t E)]
  exact ⟨fun h => le_of_mul_le_mul_left h hK, fun h => mul_le_mul_of_nonneg_left h hK.le⟩
```

Expanding the square and using $(a+b)^2-2ab=a^2+b^2$ gives

$$D(E)=E^4-2sE^2+(ab+t^2)^2,$$

and the difference of two values factorises:

$$D(x)-D(E)=(x^2-E^2)(x^2+E^2-2s).$$

```lean
lemma lineDenom_sub (a b t x E : ℝ) : lineDenom a b t x - lineDenom a b t E
    = (x ^ 2 - E ^ 2) * (x ^ 2 + E ^ 2 - 2 * splitting a b t) := by
  unfold lineDenom splitting
  ring
```

Let $E$ be a local maximum of $T$. Then $D$ has a local minimum there, and its derivative vanishes:

$$D'(E)=4E(E^2-s)=0.$$

Either $E^2=s$, which forces $s\ge0$, or $E=0$. In the second case $s$ can't be positive, since for small $r>0$ with $r^2\le s$ one would have $D(r)-D(0)=r^2(r^2-2s)<0$, with $r$ as close to the centre as desired. Both cases are summed up by $E^2=\max(s,0)$.

In Lean, `IsLocalMax` means that $T(x)\le T(E)$ for all $x$ in some neighbourhood of $E$. The proof computes the derivative in `hd` and splits the product in `hf`. To exclude the centre, it takes $r$ as the smaller of $\varepsilon/2$ and $\sqrt s$, where $\varepsilon$ is the radius of the neighbourhood.

```lean
lemma sq_eq_of_isLocalMax {a b t E : ℝ} (ha : 0 < a) (hb : 0 < b) (ht : 0 < t)
    (h : IsLocalMax (transmission a b t) E) : E ^ 2 = max (splitting a b t) 0 := by
  have h0 : ∀ᶠ x in 𝓝 E, transmission a b t x ≤ transmission a b t E := h
  have hmin : ∀ᶠ x in 𝓝 E, lineDenom a b t E ≤ lineDenom a b t x :=
    h0.mono fun x hx => (transmission_le_iff ha hb ht x E).1 hx
  -- the denominator is stationary at a peak
  have hd : HasDerivAt (lineDenom a b t)
      (2 * (E ^ 2 - a * b - t ^ 2) * (2 * E) + 2 * ((a + b) * E) * (a + b)) E := by
    have h1 : HasDerivAt (fun x : ℝ => x ^ 2 - a * b - t ^ 2) (2 * E) E := by
      simpa using ((hasDerivAt_pow 2 E).sub_const (a * b)).sub_const (t ^ 2)
    have h2 : HasDerivAt (fun x : ℝ => (a + b) * x) (a + b) E := by
      simpa using (hasDerivAt_id' E).const_mul (a + b)
    exact ((h1.fun_pow 2).fun_add (h2.fun_pow 2)).congr_deriv (by simp)
  have hz := IsLocalMin.hasDerivAt_eq_zero (show IsLocalMin (lineDenom a b t) E from hmin) hd
  have hf : E * (E ^ 2 - splitting a b t) = 0 := by
    unfold splitting
    linear_combination hz / 4
  rcases mul_eq_zero.1 hf with hE | hE
  · -- the centre is no peak when the splitting is positive
    subst hE
    have hs : splitting a b t ≤ 0 := by
      by_contra hn
      have hs := not_le.1 hn
      obtain ⟨ε, hε, hball⟩ := Metric.eventually_nhds_iff.1 hmin
      obtain ⟨r, hr, hrε, hrs⟩ : ∃ r : ℝ, 0 < r ∧ r < ε ∧ r ^ 2 ≤ splitting a b t := by
        have hp : 0 < min (ε / 2) (Real.sqrt (splitting a b t)) :=
          lt_min (by linarith) (Real.sqrt_pos.2 hs)
        refine ⟨_, hp, by linarith [min_le_left (ε / 2) (Real.sqrt (splitting a b t))], ?_⟩
        exact (pow_le_pow_left₀ hp.le (min_le_right _ _) 2).trans (Real.sq_sqrt hs.le).le
      have h1 := @hball r (by rw [Real.dist_eq, sub_zero, abs_of_pos hr]; exact hrε)
      have h2 := lineDenom_sub a b t r 0
      have h3 := mul_pos (pow_pos hr 2) (show 0 < 2 * splitting a b t - r ^ 2 by linarith)
      nlinarith
    rw [max_eq_right hs]
    norm_num
  · rw [max_eq_left (by nlinarith [sq_nonneg E])]
    linarith
```

Conversely, suppose $E^2=\max(s,0)$. If $s\le0$, then $E=0$ and $D(x)-D(0)=x^2(x^2-2s)\ge0$ for every $x$. If $s\ge0$, then $E^2=s$ and $D(x)-D(E)=(x^2-s)^2\ge0$. Such an $E$ is thus a global maximum of $T$, and together with the previous result this makes every local maximum global. The two cases appear as the two branches of `rcases`.

```lean
/-- For positive couplings and hopping, the transmission is globally maximal at `E` exactly
when `E² = max(t² - (a² + b²)/2, 0)`. -/
theorem globalMax_iff {a b t : ℝ} (ha : 0 < a) (hb : 0 < b) (ht : 0 < t) (E : ℝ) :
    (∀ x, transmission a b t x ≤ transmission a b t E) ↔ E ^ 2 = max (splitting a b t) 0 := by
  refine ⟨fun h => sq_eq_of_isLocalMax ha hb ht (Filter.Eventually.of_forall h), fun hE x => ?_⟩
  rw [transmission_le_iff ha hb ht]
  have hd := lineDenom_sub a b t x E
  rcases le_total (splitting a b t) 0 with hs | hs
  · rw [hE, max_eq_right hs] at hd
    nlinarith [mul_nonneg (sq_nonneg x)
      (show 0 ≤ x ^ 2 - 2 * splitting a b t by linarith [sq_nonneg x])]
  · rw [hE, max_eq_left hs] at hd
    nlinarith [sq_nonneg (x ^ 2 - splitting a b t)]
```

## Counting the peaks

For $m\ge0$, the equation $E^2=m$ has the solutions $E=\pm\sqrt m$.

```lean
lemma sq_eq_iff {m : ℝ} (hm : 0 ≤ m) (E : ℝ) :
    E ^ 2 = m ↔ E = Real.sqrt m ∨ E = -Real.sqrt m := by
  rw [← sq_eq_sq_iff_eq_or_eq_neg, Real.sq_sqrt hm]
```

With $m=\max(s,0)$, the set of local maxima is $\{\sqrt m,-\sqrt m\}$. It has two elements if $s>0$, that is, if $a^2+b^2<2t^2$. Otherwise $m=0$ and the two coincide; the borderline $a^2+b^2=2t^2$ belongs to this one-peak case. In the theorem, `ncard` is the number of elements of the set, and `split_ifs` separates the two situations.

```lean
/-- Peak counting: for positive couplings and hopping, the transmission has two local maxima
if `a² + b² < 2t²`, and one otherwise. -/
theorem peak_count {a b t : ℝ} (ha : 0 < a) (hb : 0 < b) (ht : 0 < t) :
    {E | IsLocalMax (transmission a b t) E}.ncard = if a ^ 2 + b ^ 2 < 2 * t ^ 2 then 2 else 1 := by
  have hset : {E | IsLocalMax (transmission a b t) E}
      = {Real.sqrt (max (splitting a b t) 0), -Real.sqrt (max (splitting a b t) 0)} := by
    ext E
    rw [Set.mem_ofPred_eq, Set.mem_insert_iff, Set.mem_singleton_iff,
      ← sq_eq_iff (le_max_right _ _)]
    exact ⟨sq_eq_of_isLocalMax ha hb ht,
      fun h => Filter.Eventually.of_forall ((globalMax_iff ha hb ht E).2 h)⟩
  rw [hset]
  split_ifs with h
  · have hs : 0 < splitting a b t := by unfold splitting; linarith
    have hp := Real.sqrt_pos.2 (lt_max_of_lt_left hs : 0 < max (splitting a b t) 0)
    exact Set.ncard_pair (by linarith)
  · have hs : splitting a b t ≤ 0 := by unfold splitting; linarith
    rw [max_eq_right hs]
    simp
```

For equal couplings $a=b=g$ the splitting is $s=t^2-g^2$, and the transmission becomes

$$T(E)=\frac{4g^2t^2}{(E^2-g^2-t^2)^2+4g^2E^2}.$$

If $t>g$, the global maxima are $E=\pm\sqrt{t^2-g^2}$. There $E^2-g^2-t^2=-2g^2$, so

$$D(E)=4g^4+4g^2(t^2-g^2)=4g^2t^2,$$

and the transmission is one. The theorem gives the set of global maxima and the value at both points.

```lean
/-- With equal couplings `0 < g` and hopping `t > g`, the global maxima are exactly
`E = ±√(t² - g²)`, and the transmission there is one. -/
theorem symmetric_two_peaks {g t : ℝ} (hg : 0 < g) (hgt : g < t) :
    {E | ∀ x, transmission g g t x ≤ transmission g g t E}
        = {Real.sqrt (t ^ 2 - g ^ 2), -Real.sqrt (t ^ 2 - g ^ 2)} ∧
      transmission g g t (Real.sqrt (t ^ 2 - g ^ 2)) = 1 ∧
      transmission g g t (-Real.sqrt (t ^ 2 - g ^ 2)) = 1 := by
  have ht : 0 < t := hg.trans hgt
  have hp : 0 ≤ t ^ 2 - g ^ 2 := by nlinarith
  have hs : splitting g g t = t ^ 2 - g ^ 2 := by unfold splitting; ring
  have hone : ∀ E : ℝ, E ^ 2 = t ^ 2 - g ^ 2 → transmission g g t E = 1 := by
    intro E hE
    rw [(transmission_eq hg hg t E).2, div_eq_one_iff_eq (lineDenom_pos hg hg t E).ne']
    unfold lineDenom
    rw [mul_pow, hE]
    ring
  refine ⟨?_, hone _ (Real.sq_sqrt hp), hone _ (by rw [neg_sq, Real.sq_sqrt hp])⟩
  ext E
  rw [Set.mem_ofPred_eq, globalMax_iff hg hg ht, hs, max_eq_left hp]
  exact sq_eq_iff hp E
```

If $0<t\le g$, then $s\le0$ and the only global maximum is $E=0$, although the isolated dots still have two distinct levels.

```lean
/-- With equal couplings `g` and hopping `0 < t ≤ g`, the only global maximum is at `E = 0`. -/
theorem symmetric_one_peak {g t : ℝ} (ht : 0 < t) (htg : t ≤ g) :
    {E | ∀ x, transmission g g t x ≤ transmission g g t E} = {0} := by
  have hg : 0 < g := ht.trans_le htg
  have hs : splitting g g t ≤ 0 := by unfold splitting; nlinarith
  ext E
  rw [Set.mem_ofPred_eq, globalMax_iff hg hg ht, max_eq_right hs]
  simp

end

end CoupledDotPeaks
```

```lean
#print axioms CoupledDotPeaks.isolated_levels
-- 'CoupledDotPeaks.isolated_levels' depends on axioms: [propext, Classical.choice, Quot.sound]
#print axioms CoupledDotPeaks.peak_count
-- 'CoupledDotPeaks.peak_count' depends on axioms: [propext, Classical.choice, Quot.sound]
#print axioms CoupledDotPeaks.symmetric_two_peaks
-- 'CoupledDotPeaks.symmetric_two_peaks' depends on axioms: [propext, Classical.choice, Quot.sound]
#print axioms CoupledDotPeaks.symmetric_one_peak
-- 'CoupledDotPeaks.symmetric_one_peak' depends on axioms: [propext, Classical.choice, Quot.sound]
```

## Recovering the hopping from a transmission curve

In a Green-function calculation, the broadening matrices come from the retarded lead self-energies $\Sigma$ as $\Gamma=i(\Sigma-\Sigma^\dagger)$, so $a$ and $b$ are known before the curve is plotted. If the model above applies and the peaks lie at $\pm d$ with $d>0$, solving $d^2=s$ for the hopping gives

$$t=\sqrt{d^2+\frac{a^2+b^2}{2}}.$$

If there is a single peak at the centre, its position gives only the bound $t^2\le(a^2+b^2)/2$; its height $4abt^2/(ab+t^2)^2$ carries further information about $t$.

Take $a=b=3$ in some energy unit, with peaks at $\pm4$. Then $t=\sqrt{16+9}=5$, whereas half the peak separation would suggest 4. Inserting $t=5$ confirms the height:

$$T(4)=\frac{4\cdot9\cdot25}{(16-9-25)^2+(6\cdot4)^2}=\frac{900}{324+576}=1.$$

Between the peaks the curve dips to $T(0)=900/34^2\approx0.78$.

Now lower the hopping to $t=2$ with the same leads. The isolated levels are at $\pm2$, but $s=4-9=-5$ is negative, and the curve has one peak, at $E=0$, of height $144/169\approx0.85$.
